# Double occupancy and hopping at one half-filled site bound the charge gap of a finite Hubbard model from above

Take a finite Hubbard model with interaction U, real symmetric hopping t_xy and annihilators c_xσ, and let ψ be a normalised N-electron ground vector in which both spin occupations equal 1/2 at a site x with t_xx = 0. If E(N) is the lowest N-electron energy, D the double occupancy of x and K = Σ_y t_xy Re⟨ψ, c*_x↑ c_y↑ ψ⟩ half the spin-up hopping energy on the bonds at x, then

E(N+1) + E(N−1) − 2E(N) ≤ U(1 − 4D) − 4K.

In Lean 4 with Mathlib:

```lean
import Mathlib

open Matrix

namespace HubbardChargeGap

noncomputable section

variable {Λ ι n : Type*} [Fintype Λ] [DecidableEq Λ] [Fintype ι] [DecidableEq ι]
  [Fintype n] [DecidableEq n]

/-- The canonical anticommutation relations for annihilation matrices `c i`. -/
structure CAR {ι n : Type*} [DecidableEq ι] [Fintype n] [DecidableEq n]
    (c : ι → Matrix n n ℂ) : Prop where
  anti : ∀ i j, c i * c j + c j * c i = 0
  mixed : ∀ i j, c i * (c j)ᴴ + (c j)ᴴ * c i = if i = j then 1 else 0

/-- The occupation operator of mode `i`. -/
def num (c : ι → Matrix n n ℂ) (i : ι) : Matrix n n ℂ := (c i)ᴴ * c i

/-- The total particle number. -/
def totalNumber (c : ι → Matrix n n ℂ) : Matrix n n ℂ := ∑ i, num c i

/-- The Hubbard Hamiltonian with hopping `t` and on-site interaction `U`; spin 0 is up, spin 1 is
down. -/
def hubbard (t : Λ → Λ → ℝ) (U : ℝ) (c : Λ × Fin 2 → Matrix n n ℂ) : Matrix n n ℂ :=
  (∑ s, ∑ z, ∑ y, t z y • ((c (z, s))ᴴ * c (y, s))) + U • ∑ y, num c (y, 0) * num c (y, 1)

/-- The real part of `⟨ψ, A ψ⟩`, as a real-linear function of `A`. -/
def expect (ψ : n → ℂ) : Matrix n n ℂ →ₗ[ℝ] ℝ where
  toFun A := (star ψ ⬝ᵥ A *ᵥ ψ).re
  map_add' A B := by simp [Matrix.add_mulVec, dotProduct_add]
  map_smul' r A := by simp [Matrix.smul_mulVec, dotProduct_smul]

/-- The ground energy of the `N`-particle sector: the infimum of the energy over its unit
vectors, for a sector that contains one. -/
def sectorEnergy (c : ι → Matrix n n ℂ) (H : Matrix n n ℂ) (N : ℤ) : ℝ :=
  sInf {e | ∃ φ, expect φ 1 = 1 ∧ totalNumber c *ᵥ φ = (N : ℂ) • φ ∧ expect φ H = e}

/-- The sum `K` over `y` of `t x y` times the real part of `⟨ψ, c*_x↑ c_y↑ ψ⟩`. For symmetric `t`
with `t x x = 0` it is half the spin-up hopping energy on the bonds at `x`. -/
def bondEnergy (t : Λ → Λ → ℝ) (c : Λ × Fin 2 → Matrix n n ℂ) (ψ : n → ℂ) (x : Λ) : ℝ :=
  ∑ y, t x y * expect ψ ((c (x, 0))ᴴ * c (y, 0))

omit [DecidableEq n] in
/-- The expectation of `A` in `B ψ` is the expectation of `B* A B` in `ψ`. -/
theorem expect_mulVec (ψ : n → ℂ) (A B : Matrix n n ℂ) :
    expect (B *ᵥ ψ) A = expect ψ (Bᴴ * A * B) := by
  change (star (B *ᵥ ψ) ⬝ᵥ A *ᵥ (B *ᵥ ψ)).re = (star ψ ⬝ᵥ (Bᴴ * A * B) *ᵥ ψ).re
  rw [Matrix.star_mulVec, ← Matrix.dotProduct_mulVec]
  simp only [Matrix.mulVec_mulVec, mul_assoc]

omit [DecidableEq ι] in
/-- Variational principle: an `N`-particle vector, normalised or not, has energy at least
the sector ground energy times its squared norm. -/
theorem sectorEnergy_mul_le (c : ι → Matrix n n ℂ) (H : Matrix n n ℂ) (N : ℤ) (φ : n → ℂ)
    (hφ : totalNumber c *ᵥ φ = (N : ℂ) • φ) :
    sectorEnergy c H N * expect φ 1 ≤ expect φ H := by
  have norm_eq : ∀ χ : n → ℂ, expect χ 1 = ∑ i, ‖χ i‖ ^ 2 := by
    intro χ
    simp [expect, dotProduct, ← Complex.normSq_eq_norm_sq, Complex.normSq_apply]
  -- energies of unit vectors are bounded below
  have bdd : ∀ χ : n → ℂ, expect χ 1 = 1 → -∑ i, ∑ j, ‖H i j‖ ≤ expect χ H := by
    intro χ h
    have hb : ∀ i, ‖χ i‖ ≤ 1 := by
      intro i
      have h1 : ‖χ i‖ ^ 2 ≤ ∑ j, ‖χ j‖ ^ 2 :=
        Finset.single_le_sum (f := fun j => ‖χ j‖ ^ 2) (fun j _ => sq_nonneg _)
          (Finset.mem_univ i)
      rw [← norm_eq, h] at h1
      nlinarith [norm_nonneg (χ i)]
    have h2 : ‖star χ ⬝ᵥ H *ᵥ χ‖ ≤ ∑ i, ∑ j, ‖H i j‖ := by
      simp only [dotProduct, Matrix.mulVec, Finset.mul_sum]
      refine (norm_sum_le _ _).trans (Finset.sum_le_sum fun i _ =>
        (norm_sum_le _ _).trans (Finset.sum_le_sum fun j _ => ?_))
      rw [norm_mul, norm_mul, Pi.star_apply, norm_star]
      calc ‖χ i‖ * (‖H i j‖ * ‖χ j‖) ≤ 1 * (‖H i j‖ * 1) := by
            gcongr
            exacts [hb i, hb j]
        _ = ‖H i j‖ := by ring
    exact (abs_le.mp ((Complex.abs_re_le_norm _).trans h2)).1
  by_cases h0 : φ = 0
  · simp [h0, expect]
  obtain ⟨i, hi⟩ := Function.ne_iff.mp h0
  have hpos : 0 < expect φ 1 := by
    rw [norm_eq]
    exact Finset.sum_pos' (fun _ _ => sq_nonneg _)
      ⟨i, Finset.mem_univ i, pow_pos (norm_pos_iff.mpr hi) 2⟩
  -- normalise the trial vector
  have scale : ∀ (s : ℝ) A, expect ((s : ℂ) • φ) A = s ^ 2 * expect φ A := by
    intro s A
    simp [expect, Matrix.mulVec_smul, dotProduct_smul, smul_dotProduct]
    ring
  have hs : ((√(expect φ 1))⁻¹) ^ 2 = (expect φ 1)⁻¹ := by
    rw [inv_pow, Real.sq_sqrt hpos.le]
  have hle : sectorEnergy c H N ≤ (expect φ 1)⁻¹ * expect φ H := by
    refine csInf_le ⟨-∑ i, ∑ j, ‖H i j‖, ?_⟩
      ⟨(((√(expect φ 1))⁻¹ : ℝ) : ℂ) • φ, ?_, ?_, ?_⟩
    · rintro e ⟨χ, h1, -, rfl⟩
      exact bdd χ h1
    · rw [scale, hs, inv_mul_cancel₀ hpos.ne']
    · rw [Matrix.mulVec_smul, hφ, smul_comm]
    · rw [scale, hs]
  calc sectorEnergy c H N * expect φ 1
      ≤ ((expect φ 1)⁻¹ * expect φ H) * expect φ 1 := by gcongr
    _ = expect φ H := by field_simp

omit [Fintype ι] in
/-- Commutators of the hopping operator `c_i* c_j` with an annihilator and a creator. -/
theorem hop_comm {c : ι → Matrix n n ℂ} (hc : CAR c) (i j p : ι) :
    (c i)ᴴ * c j * c p = c p * ((c i)ᴴ * c j) - (if i = p then c j else 0) ∧
    (c i)ᴴ * c j * (c p)ᴴ = (c p)ᴴ * ((c i)ᴴ * c j) + (if j = p then (c i)ᴴ else 0) := by
  have key : ∀ r q b e f : Matrix n n ℂ, q * b + b * q = e → b * r + r * b = f →
      r * q * b = b * (r * q) + r * e - f * q := by
    intro r q b e f h1 h2
    linear_combination (norm := noncomm_ring) r * h1 - h2 * q
  have had : (c p)ᴴ * (c i)ᴴ + (c i)ᴴ * (c p)ᴴ = 0 := by
    simpa [Matrix.conjTranspose_mul] using congrArg Matrix.conjTranspose (hc.anti i p)
  constructor
  · rw [key _ _ _ _ _ (hc.anti j p) (hc.mixed p i)]
    by_cases h : i = p
    · simp [h]
    · simp [h, Ne.symm h]
  · rw [key _ _ _ _ _ (hc.mixed j p) had]
    by_cases h : j = p <;> simp [h]

/-- Equations of motion: the commutators of the Hubbard Hamiltonian with the spin-up
annihilator and creator at site `x`. -/
theorem hubbard_comm {c : Λ × Fin 2 → Matrix n n ℂ} (hc : CAR c) (t : Λ → Λ → ℝ) (U : ℝ)
    (x : Λ) :
    hubbard t U c * c (x, 0) = c (x, 0) * hubbard t U c - ∑ y, t x y • c (y, 0)
      - U • (c (x, 0) * num c (x, 1)) ∧
    hubbard t U c * (c (x, 0))ᴴ = (c (x, 0))ᴴ * hubbard t U c + ∑ y, t y x • (c (y, 0))ᴴ
      + U • ((c (x, 0))ᴴ * num c (x, 1)) := by
  have h := fun i j => (hop_comm hc i j (x, 0)).1
  have h' := fun i j => (hop_comm hc i j (x, 0)).2
  constructor
  · have e : ∀ (s : Fin 2) (z : Λ),
        ∑ y, t z y • (if (z, s) = (x, 0) then c (y, s) else 0) =
          if (z, s) = (x, 0) then ∑ y, t z y • c (y, s) else 0 := by
      intro s z
      split_ifs <;> simp
    have hV : ∀ y, num c (y, 0) * num c (y, 1) * c (x, 0) =
        c (x, 0) * (num c (y, 0) * num c (y, 1))
          - if y = x then c (x, 0) * num c (x, 1) else 0 := by
      intro y
      have h1 : num c (y, 1) * c (x, 0) = c (x, 0) * num c (y, 1) := by simp [num, h]
      have h0 : num c (y, 0) * c (x, 0) =
          c (x, 0) * num c (y, 0) - if y = x then c (y, 0) else 0 := by simp [num, h]
      rw [mul_assoc, h1, ← mul_assoc, h0, sub_mul, mul_assoc]
      by_cases hy : y = x <;> simp [hy]
    simp only [hubbard, add_mul, mul_add, Finset.sum_mul, Finset.mul_sum, smul_mul_assoc,
      mul_smul_comm, h, hV, smul_sub, Finset.sum_sub_distrib, e]
    simp [Fin.sum_univ_two]
    abel
  · have hV : ∀ y, num c (y, 0) * num c (y, 1) * (c (x, 0))ᴴ =
        (c (x, 0))ᴴ * (num c (y, 0) * num c (y, 1))
          + if y = x then (c (x, 0))ᴴ * num c (x, 1) else 0 := by
      intro y
      have h1 : num c (y, 1) * (c (x, 0))ᴴ = (c (x, 0))ᴴ * num c (y, 1) := by simp [num, h']
      have h0 : num c (y, 0) * (c (x, 0))ᴴ =
          (c (x, 0))ᴴ * num c (y, 0) + if y = x then (c (y, 0))ᴴ else 0 := by simp [num, h']
      rw [mul_assoc, h1, ← mul_assoc, h0, add_mul, mul_assoc]
      by_cases hy : y = x <;> simp [hy]
    simp only [hubbard, add_mul, mul_add, Finset.sum_mul, Finset.mul_sum, smul_mul_assoc,
      mul_smul_comm, h', hV, smul_add, Finset.sum_add_distrib]
    simp [Fin.sum_univ_two]
    abel

/-- A weighted addition-removal bound at any filling: for symmetric hopping without an on-site term
at `x`, and any normalised `N`-electron vector,
`(1 - ν) E(N+1) + ν E(N-1) - ⟨H⟩ ≤ U (ν' - 2 D) - 2 K`, where `ν` and `ν'` are the spin-up and
spin-down occupations of `x`, `D` is its double occupancy and `K` is `bondEnergy`. -/
theorem addition_removal_le {c : Λ × Fin 2 → Matrix n n ℂ} (hc : CAR c) {t : Λ → Λ → ℝ}
    (hsym : ∀ y z, t y z = t z y) (U : ℝ) {x : Λ} (hx : t x x = 0) {N : ℤ} {ψ : n → ℂ}
    (hψ : expect ψ 1 = 1) (hN : totalNumber c *ᵥ ψ = (N : ℂ) • ψ) :
    (1 - expect ψ (num c (x, 0))) * sectorEnergy c (hubbard t U c) (N + 1)
      + expect ψ (num c (x, 0)) * sectorEnergy c (hubbard t U c) (N - 1)
      - expect ψ (hubbard t U c)
    ≤ U * (expect ψ (num c (x, 1)) - 2 * expect ψ (num c (x, 0) * num c (x, 1)))
      - 2 * bondEnergy t c ψ x := by
  have h := fun i j => (hop_comm hc i j (x, 0)).1
  have h' := fun i j => (hop_comm hc i j (x, 0)).2
  -- the trial vectors have one electron less and one electron more
  have sm : totalNumber c * c (x, 0) = c (x, 0) * totalNumber c - c (x, 0) := by
    simp [totalNumber, num, Finset.sum_mul, Finset.mul_sum, h, Finset.sum_sub_distrib]
  have sp : totalNumber c * (c (x, 0))ᴴ = (c (x, 0))ᴴ * totalNumber c + (c (x, 0))ᴴ := by
    simp [totalNumber, num, Finset.sum_mul, Finset.mul_sum, h', Finset.sum_add_distrib]
  have hm := sectorEnergy_mul_le c (hubbard t U c) (N - 1) (c (x, 0) *ᵥ ψ) (by
    rw [Matrix.mulVec_mulVec, sm, Matrix.sub_mulVec, ← Matrix.mulVec_mulVec, hN,
      Matrix.mulVec_smul]
    push_cast
    module)
  have hp := sectorEnergy_mul_le c (hubbard t U c) (N + 1) ((c (x, 0))ᴴ *ᵥ ψ) (by
    rw [Matrix.mulVec_mulVec, sp, Matrix.add_mulVec, ← Matrix.mulVec_mulVec, hN,
      Matrix.mulVec_smul]
    push_cast
    module)
  have ha : c (x, 0) * (c (x, 0))ᴴ = 1 - num c (x, 0) :=
    eq_sub_of_add_eq (by simpa [num] using hc.mixed (x, 0) (x, 0))
  rw [expect_mulVec, expect_mulVec, mul_one] at hm hp
  rw [Matrix.conjTranspose_conjTranspose, ha, map_sub, hψ] at hp
  change _ * expect ψ (num c (x, 0)) ≤ _ at hm
  -- move the Hamiltonian to the right with the equations of motion
  have e1 : c (x, 0) * hubbard t U c * (c (x, 0))ᴴ =
      c (x, 0) * (c (x, 0))ᴴ * hubbard t U c + c (x, 0) * ∑ y, t y x • (c (y, 0))ᴴ
        + U • (c (x, 0) * (c (x, 0))ᴴ * num c (x, 1)) := by
    rw [mul_assoc, (hubbard_comm hc t U x).2]
    simp only [mul_add, mul_smul_comm, mul_assoc]
  have e2 : (c (x, 0))ᴴ * hubbard t U c * c (x, 0) =
      num c (x, 0) * hubbard t U c - (c (x, 0))ᴴ * ∑ y, t x y • c (y, 0)
        - U • (num c (x, 0) * num c (x, 1)) := by
    rw [mul_assoc, (hubbard_comm hc t U x).1]
    simp only [num, mul_sub, mul_smul_comm, mul_assoc]
  have adj : ∀ A : Matrix n n ℂ, expect ψ Aᴴ = expect ψ A := by
    intro A
    change (star ψ ⬝ᵥ Aᴴ *ᵥ ψ).re = (star ψ ⬝ᵥ A *ᵥ ψ).re
    rw [Matrix.dotProduct_mulVec, ← Matrix.star_mulVec, Matrix.star_dotProduct]
    simp
  have k1 : expect ψ ((c (x, 0))ᴴ * ∑ y, t x y • c (y, 0)) = bondEnergy t c ψ x := by
    simp only [bondEnergy, Finset.mul_sum, mul_smul_comm, map_sum, map_smul, smul_eq_mul]
  have k2 : expect ψ (c (x, 0) * ∑ y, t y x • (c (y, 0))ᴴ) = -bondEnergy t c ψ x := by
    rw [Finset.mul_sum, map_sum, bondEnergy, ← Finset.sum_neg_distrib]
    refine Finset.sum_congr rfl fun y _ => ?_
    by_cases hy : y = x
    · simp [hy, hx]
    · have h1 : c (x, 0) * (c (y, 0))ᴴ = -((c (y, 0))ᴴ * c (x, 0)) :=
        eq_neg_of_add_eq_zero_left (by simpa [Ne.symm hy] using hc.mixed (x, 0) (y, 0))
      have h2 := adj ((c (x, 0))ᴴ * c (y, 0))
      rw [Matrix.conjTranspose_mul, Matrix.conjTranspose_conjTranspose] at h2
      rw [mul_smul_comm, map_smul, h1, map_neg, h2, hsym y x, smul_eq_mul]
      ring
  rw [e1, ha] at hp
  rw [e2] at hm
  simp only [sub_mul, one_mul, map_add, map_sub, map_smul, smul_eq_mul, k1, k2] at hp hm
  linarith

/-- Charge-gap bound: for symmetric hopping without an on-site term at `x`, and a normalised
`N`-electron ground vector with both spin occupations 1/2 at `x`,
`E(N+1) + E(N-1) - 2 E(N) ≤ U (1 - 4 D) - 4 K`, where `D` is the double occupancy of `x` and `K` is
`bondEnergy`. -/
theorem charge_gap_le {c : Λ × Fin 2 → Matrix n n ℂ} (hc : CAR c) {t : Λ → Λ → ℝ}
    (hsym : ∀ y z, t y z = t z y) (U : ℝ) {x : Λ} (hx : t x x = 0) {N : ℤ} {ψ : n → ℂ}
    (hψ : expect ψ 1 = 1) (hN : totalNumber c *ᵥ ψ = (N : ℂ) • ψ)
    (hE : expect ψ (hubbard t U c) = sectorEnergy c (hubbard t U c) N)
    (hup : expect ψ (num c (x, 0)) = 1 / 2) (hdown : expect ψ (num c (x, 1)) = 1 / 2) :
    sectorEnergy c (hubbard t U c) (N + 1) + sectorEnergy c (hubbard t U c) (N - 1)
      - 2 * sectorEnergy c (hubbard t U c) N
    ≤ U * (1 - 4 * expect ψ (num c (x, 0) * num c (x, 1))) - 4 * bondEnergy t c ψ x := by
  have h := addition_removal_le hc hsym U hx hψ hN
  rw [hup, hdown, hE] at h
  linarith

/-- The empty family of modes, acting on the one-dimensional vacuum space. -/
def vacuum : Fin 0 → Matrix Unit Unit ℂ := fun i => i.elim0

/-- The Jordan–Wigner step: a new mode is put in front, and the old ones acquire its sign. -/
def addMode {k : ℕ} (c : Fin k → Matrix n n ℂ) : Fin (k + 1) → Matrix (n ⊕ n) (n ⊕ n) ℂ :=
  Fin.cons (fromBlocks 0 1 0 0) fun i => fromBlocks (c i) 0 0 (-c i)

/-- The Jordan–Wigner step preserves the canonical anticommutation relations. -/
theorem addMode_car {k : ℕ} {c : Fin k → Matrix n n ℂ} (hc : CAR c) : CAR (addMode c) := by
  constructor
  · intro i j
    cases i using Fin.cases <;> cases j using Fin.cases <;>
      simp [addMode, fromBlocks_multiply, fromBlocks_add, hc.anti]
  · intro i j
    cases i using Fin.cases with
    | zero =>
      cases j using Fin.cases with
      | zero => simp [addMode, fromBlocks_multiply, fromBlocks_add, fromBlocks_conjTranspose]
      | succ j =>
        simp [addMode, fromBlocks_multiply, fromBlocks_add, fromBlocks_conjTranspose,
          (Fin.succ_ne_zero j).symm]
    | succ i =>
      cases j using Fin.cases with
      | zero => simp [addMode, fromBlocks_multiply, fromBlocks_add, fromBlocks_conjTranspose]
      | succ j =>
        by_cases h : i = j <;>
          simp [addMode, fromBlocks_multiply, fromBlocks_add, fromBlocks_conjTranspose,
            hc.mixed, h]

/-- Four Jordan–Wigner steps from the vacuum give the modes of a two-site Hubbard model. -/
theorem dimer_witness : CAR (fun p : Fin 2 × Fin 2 =>
    addMode (addMode (addMode (addMode vacuum))) (finProdFinEquiv p)) := by
  have h0 : CAR vacuum := ⟨fun i => i.elim0, fun i => i.elim0⟩
  have h := addMode_car (addMode_car (addMode_car (addMode_car h0)))
  exact ⟨fun i j => h.anti _ _, fun i j => (h.mixed _ _).trans
    (if_congr finProdFinEquiv.injective.eq_iff rfl rfl)⟩

end

end HubbardChargeGap
```

```lean
#print axioms HubbardChargeGap.charge_gap_le
```

```
'HubbardChargeGap.charge_gap_le' depends on axioms: [propext, Classical.choice, Quot.sound]
```

## Sites, sectors and the ground vector

The theorem is `charge_gap_le`. The sites form the finite type `Λ`, and `c (x, 0)` and `c (x, 1)` are the spin-up and spin-down annihilators at x, given as complex matrices on a finite-dimensional state space. The hypothesis `CAR c` says that they obey the canonical anticommutation relations. `hubbard t U c` is

H = Σ_{z,y,σ} t_zy c*_zσ c_yσ + U Σ_y n_y↑ n_y↓, with n_yσ = c*_yσ c_yσ,

where U may have either sign.

`expect ψ A` is Re⟨ψ, Aψ⟩, so `hψ` normalises ψ, and `hN` gives it particle number N. `sectorEnergy` is the infimum of the energy over unit vectors with a given particle number. That ψ is a ground vector is the equation `hE`: its energy equals this infimum.

The hypotheses `hup` and `hdown` describe a site that holds one electron on average, with no net spin polarisation along the quantisation axis. They are assumed, not derived from the filling of the lattice. Real hopping leaves out complex Peierls phases, and t_xx = 0 means that x has no orbital energy of its own.

The left side is the charge gap. In a Mott insulator it stays positive in the infinite-lattice limit, as it also does in a band insulator. For a finite cluster with such a ground vector, the theorem limits this gap through local ground-state expectations. It gives no lower bound and takes no infinite-lattice limit, so it does not locate a Mott transition.

## Moving H past one electron operator

Write δ for the Kronecker delta. For any modes i, j, p, the anticommutation relations give

c*_i c_j c_p = −c*_i c_p c_j = c_p c*_i c_j − δ_ip c_j,

c*_i c_j c*_p = c*_i (δ_jp − c*_p c_j) = c*_p c*_i c_j + δ_jp c*_i.

This is `hop_comm`. Now put a = c_x↑. The hopping terms follow directly. In the interaction, n_y↓ commutes with a and a*, while n_y↑ fails to commute only for y = x. Hence, as `hubbard_comm` states,

[H, a] = −Σ_y t_xy c_y↑ − U a n_x↓,

[H, a*] = Σ_y t_yx c*_y↑ + U a* n_x↓.

Setting i = j and summing over all modes also shows that a lowers the particle number by one and a* raises it by one.

## Adding and removing a spin-up electron

The trial vectors are a*ψ and aψ, in the sectors N+1 and N−1. Let ν_σ = ⟨n_xσ⟩, where ⟨A⟩ now means `expect ψ A`. Since aa* + a*a = 1, their squared norms are 1 − ν_↑ and ν_↑. The variational principle, applied without normalising them, gives

(1 − ν_↑) E(N+1) ≤ ⟨aHa*⟩,

ν_↑ E(N−1) ≤ ⟨a*Ha⟩.

This is `sectorEnergy_mul_le`. Its proof first bounds the energies of unit vectors below by −Σ_ij |H_ij|, so that the infimum lies below every trial energy. It then rescales a nonzero trial vector to unit norm; the zero vector is immediate.

The equations of motion move H to the right (`e1` and `e2` in `addition_removal_le`):

⟨aHa*⟩ = ⟨(1 − n_x↑)H⟩ − K + U(ν_↓ − D),

⟨a*Ha⟩ = ⟨n_x↑H⟩ − K − UD.

The first −K comes from Σ_y t_yx ⟨a c*_y↑⟩. For y ≠ x, anticommutation gives a c*_y↑ = −c*_y↑ a, whose real expectation is −⟨c*_x↑ c_y↑⟩, because an operator and its adjoint have the same real part; the symmetry t_yx = t_xy then gives the terms of −K. The term y = x vanishes with t_xx. These are the steps `k2` and `adj`; `k1` identifies K in the removal energy.

In the sum, the two terms containing n_x↑H cancel:

(1 − ν_↑)E(N+1) + ν_↑E(N−1) − ⟨H⟩ ≤ U(ν_↓ − 2D) − 2K.

This is `addition_removal_le`, valid for every normalised N-electron vector at any filling. With ν_↑ = ν_↓ = 1/2 and ⟨H⟩ = E(N), multiplying by 2 gives the charge-gap bound; `charge_gap_le` does this by substitution and `linarith`.

## One site, and a dimer on 16 states

For a single site with t_xx = 0, the energies are E(0) = E(1) = 0 and E(2) = U. The one-electron vector (|↑⟩ + |↓⟩)/√2 has both occupations 1/2, with D = K = 0. Both sides of the bound equal U, so it is attained.

The file also constructs operators for two sites. `addMode` adds a fermionic mode by a Jordan–Wigner step, and `addMode_car` shows that the anticommutation relations survive it. Four steps from the vacuum give `dimer_witness`, which confirms `CAR` for the dimer's four modes; it does not construct a ground vector.
